# Away from the levels, a Wronskian relation with nonzero $c$ gives dual particle and hole Bethe equations

Richardson's equations contain terms $2/(x_a-x_b)$, which lose their meaning when two rapidities coincide. In polynomial form the same trouble is a double root: $P''(x)/P'(x)$ has a zero denominator. The roots of $P$ can satisfy Richardson's equations only if $P'(x)\neq0$ at each of them.

## Pairs, holes and levels

Take the reduced BCS Hamiltonian with doubly degenerate levels $\varepsilon_i$ and attraction $-g\sum_{ij}b_i^\dagger b_j$, where $b_i^\dagger$ creates a pair in level $i$. Put $e_i=2\varepsilon_i$ and $c=1/g$, so $c\neq0$ means a finite coupling. Assume that no level is singly occupied. Let $P$, $Q$ and $A$ be the monic polynomials whose roots are the pair rapidities $x_a$, the hole rapidities $y_a$ and the levels $e_i$. They are linked by

$$PQ'-P'Q+cPQ=cA.$$

When no rapidity sits on a level, each set determines the other through this relation, so a solution can be specified by whichever set is smaller.

## What is claimed

`WronskianRelation c P Q A` is the displayed relation for complex polynomials. `particle_hole_bethe` says that if this relation holds with $c\ne0$, and $A(x)\neq0$, a root $x$ of $P$ satisfies

$$P'(x)\neq0,\qquad \frac{P''(x)}{P'(x)}=c+\frac{A'(x)}{A(x)},$$

and a root of $Q$ satisfies the same with $Q$ for $P$ and $-c$ for $c$.

The next results also take $c\neq0$. Under the relation, `particle_hole_count` gives $\deg A=\deg P+\deg Q$ for nonzero $P,Q$. `existsUnique_dual_iff` says that, if $A$ vanishes at no root of $P$, exactly one $Q$ satisfying the relation exists (`∃!`) if and only if all roots of $P$ are simple and obey the Bethe equation.

In `particle_hole_richardson` the polynomials are products `rootPoly` over finite index types, and `Finset.univ.erase a` means $b\neq a$. The conclusion is that the $x_a$ are distinct (`Function.Injective`) and

$$\sum_{b\ne a}\frac{2}{x_a-x_b}=c+\sum_i\frac1{x_a-e_i},$$

with the same for $y$ and $-c$. That no rapidity sits on a level is assumed (`hxe`, `hye`). The theorems concern the equations; the Hamiltonian and its eigenvectors do not enter them.

## Derivation

**Bethe equations.** At a root $x$ of $P$ the relation reads $-P'Q=cA$. The right side is nonzero, so $P'(x)\ne0$ and $Q(x)\neq0$. Differentiating, the $P'Q'$ terms cancel, leaving $-P''Q+cP'Q=cA'$ at $x$. Dividing by $-P'Q=cA$ gives $P''/P'-c=A'/A$. Exchanging $P$ and $Q$ and reversing $c$ preserves the relation, which gives the hole equation.

**Count.** $PQ'$ and $P'Q$ have lower degree than $PQ$, so $A$ has the degree of $PQ$.

**Existence of $Q$.** Simple roots give $uP+vP'=1$ for some polynomials $u,v$. With $T=-cAv$, $cA+P'T=cAuP$. Inserting $Q=T+PR$ into the relation leaves

$$P(R'+cR)=G,\qquad G=cAu-T'-cT.$$

Differentiating $cA+P'T=cAuP$ at a root and using $T=-cA/P'$ there,

$$P'G=cA'+P''T-cP'T=cA\left(\frac{A'}{A}-\frac{P''}{P'}+c\right)=0.$$

Hence $P$ divides $G$. With $S=G/P$, the finite sum $R=\sum_k(-1)^kS^{(k)}/c^{k+1}$ solves $R'+cR=S$.

**Uniqueness.** The difference of two solutions satisfies the relation with $A=0$; by the count it must vanish.

**Sums.** Write $P=(z-x_a)F$. Then $P'(x_a)=F(x_a)$ and $P''(x_a)=2F'(x_a)$, so $P''/P'=\sum_{b\neq a}2/(x_a-x_b)$. Likewise $A'/A=\sum_i1/(x_a-e_i)$.

## One pair in two levels

Take $c=\tfrac12$, levels $1$ and $-2$, $P=z$ and $Q=z+1$. Then

$$z-(z+1)+\tfrac12z(z+1)=\tfrac12(z-1)(z+2).$$

The pair at $0$ gives $\tfrac12-1+\tfrac12=0$, and the hole at $-1$ gives $-\tfrac12-\tfrac12+1=0$. Both left-hand sums are empty.

## Use in a calculation

Given $c$, the levels and a solution $x_a$ with at least one pair, a program can form $P$ and $A$ and find the coefficients of $Q$, whose roots are the hole rapidities, from the relation. This is a linear system with more equations than unknowns, so for rounded $x_a$ it is solved by least squares. It should check that no root lies on a level, then evaluate the residuals of both sets of equations.

## The Lean file

```lean
import Mathlib

open Polynomial

namespace RichardsonGaudinDuality

/-- The Wronskian relation `P Q' - P' Q + c P Q = c A` between a particle polynomial `P`,
a hole polynomial `Q` and a level polynomial `A`. -/
def WronskianRelation (c : ℂ) (P Q A : ℂ[X]) : Prop :=
  P * derivative Q - derivative P * Q + C c * P * Q = C c * A

/-- The monic polynomial whose roots are the given rapidities or level energies. -/
noncomputable def rootPoly {ι : Type*} [Fintype ι] (x : ι → ℂ) : ℂ[X] :=
  ∏ i, (X - C (x i))

/-- Exchanging particles and holes reverses the sign of `c`. -/
theorem WronskianRelation.swap {c : ℂ} {P Q A : ℂ[X]} (h : WronskianRelation c P Q A) :
    WronskianRelation (-c) Q P A := by
  unfold WronskianRelation at *
  rw [C_neg]
  linear_combination -h

/-- If the Wronskian relation holds with `c ≠ 0`, a root of `P` away from the roots of `A` is simple
and obeys the Bethe equation. -/
theorem bethe_of_root {c : ℂ} (hc : c ≠ 0) {P Q A : ℂ[X]} (h : WronskianRelation c P Q A)
    {x : ℂ} (hx : P.IsRoot x) (hA : A.eval x ≠ 0) :
    (derivative P).eval x ≠ 0 ∧
      (derivative (derivative P)).eval x / (derivative P).eval x
        = c + (derivative A).eval x / A.eval x := by
  unfold WronskianRelation at h
  have hx0 : P.eval x = 0 := hx
  -- the relation and its first derivative, both taken at the root
  have h0 := congrArg (eval x) h
  have h1 := congrArg (fun p => eval x (derivative p)) h
  simp only [eval_add, eval_sub, eval_mul, eval_C, hx0] at h0
  simp only [derivative_add, derivative_sub, derivative_mul, derivative_C, eval_add,
    eval_sub, eval_mul, eval_C, eval_zero, hx0] at h1
  have hP : (derivative P).eval x ≠ 0 := by
    intro h'
    rw [h'] at h0
    exact mul_ne_zero hc hA (by linear_combination -h0)
  refine ⟨hP, ?_⟩
  have key : (derivative (derivative P)).eval x * A.eval x
      = (c * A.eval x + (derivative A).eval x) * (derivative P).eval x :=
    mul_left_cancel₀ hc (by
      linear_combination (derivative P).eval x * h1
        + (c * (derivative P).eval x - (derivative (derivative P)).eval x) * h0)
  have hd : (derivative A).eval x / A.eval x * A.eval x = (derivative A).eval x :=
    div_mul_cancel₀ _ hA
  rw [div_eq_iff hP]
  apply mul_right_cancel₀ hA
  linear_combination key - (derivative P).eval x * hd

/-- If the Wronskian relation holds with `c ≠ 0`, then away from the roots of `A`, roots of `P` are
simple and obey the Bethe equation with `c`, and roots of `Q` are simple and obey it with `-c`. -/
theorem particle_hole_bethe {c : ℂ} (hc : c ≠ 0) {P Q A : ℂ[X]}
    (h : WronskianRelation c P Q A) {x : ℂ} (hA : A.eval x ≠ 0) :
    (P.IsRoot x → (derivative P).eval x ≠ 0 ∧
      (derivative (derivative P)).eval x / (derivative P).eval x
        = c + (derivative A).eval x / A.eval x) ∧
    (Q.IsRoot x → (derivative Q).eval x ≠ 0 ∧
      (derivative (derivative Q)).eval x / (derivative Q).eval x
        = -c + (derivative A).eval x / A.eval x) :=
  ⟨fun hx => bethe_of_root hc h hx hA,
    fun hx => bethe_of_root (neg_ne_zero.mpr hc) h.swap hx hA⟩

/-- If the Wronskian relation holds with `c ≠ 0` and `P` and `Q` are nonzero, the degree of `A` is
the sum of the degrees of `P` and `Q`, and `A` is nonzero. -/
theorem particle_hole_count {c : ℂ} (hc : c ≠ 0) {P Q A : ℂ[X]}
    (h : WronskianRelation c P Q A) (hP : P ≠ 0) (hQ : Q ≠ 0) :
    A ≠ 0 ∧ A.natDegree = P.natDegree + Q.natDegree := by
  have key : ∀ U V : ℂ[X], U ≠ 0 → V ≠ 0 → degree (U * derivative V) < degree (U * V) := by
    intro U V hU hV
    by_cases h0 : derivative V = 0
    · rw [h0, mul_zero, degree_zero]
      exact bot_lt_iff_ne_bot.mpr (mt degree_eq_bot.mp (mul_ne_zero hU hV))
    · apply degree_lt_degree
      rw [natDegree_mul hU h0, natDegree_mul hU hV]
      have := natDegree_lt_natDegree h0 (degree_derivative_lt hV)
      omega
  have h2 : degree (derivative P * Q) < degree (P * Q) := by
    rw [mul_comm (derivative P), mul_comm P]
    exact key Q P hQ hP
  -- the Wronskian has lower degree than the product
  have hlt : degree (P * derivative Q - derivative P * Q) < degree (C c * (P * Q)) := by
    rw [degree_C_mul hc]
    exact lt_of_le_of_lt (degree_sub_le _ _) (max_lt (key P Q hP hQ) h2)
  have hdeg : degree A = degree (P * Q) := by
    unfold WronskianRelation at h
    rw [← degree_C_mul (p := A) hc, ← h, mul_assoc (C c),
      degree_add_eq_right_of_degree_lt hlt, degree_C_mul hc]
  refine ⟨?_, by rw [natDegree_eq_of_degree_eq hdeg, natDegree_mul hP hQ]⟩
  rintro rfl
  rw [degree_zero] at hdeg
  exact mul_ne_zero hP hQ (degree_eq_bot.mp hdeg.symm)

/-- For `c ≠ 0` the equation `R' + c R = S` has a polynomial solution. -/
theorem exists_first_order {c : ℂ} (hc : c ≠ 0) (S : ℂ[X]) :
    ∃ R : ℂ[X], derivative R + C c * R = S := by
  have main : ∀ (n : ℕ) (S : ℂ[X]), derivative^[n] S = 0 →
      ∃ R : ℂ[X], derivative R + C c * R = S := by
    intro n
    induction n with
    | zero => exact fun S hS => ⟨0, by simpa using hS.symm⟩
    | succ n ih =>
      intro S hS
      obtain ⟨R, hR⟩ := ih (derivative S) (by rwa [Function.iterate_succ_apply] at hS)
      have hcc : (C c * C c⁻¹ : ℂ[X]) = 1 := by rw [← C_mul, mul_inv_cancel₀ hc, C_1]
      refine ⟨C c⁻¹ * (S - R), ?_⟩
      rw [derivative_C_mul, derivative_sub]
      linear_combination (-C c⁻¹) * hR + S * hcc
  exact main (S.natDegree + 1) S (iterate_derivative_eq_zero (Nat.lt_succ_self _))

/-- If all roots of `P` are simple and are roots of `G`, then `P` divides `G`. -/
theorem dvd_of_simple_roots (P G : ℂ[X])
    (h : ∀ x, P.IsRoot x → (derivative P).eval x ≠ 0 ∧ G.IsRoot x) : P ∣ G := by
  obtain ⟨n, hn⟩ : ∃ n, P.natDegree = n := ⟨_, rfl⟩
  induction n generalizing P G with
  | zero =>
    have hP0 : P ≠ 0 := by
      rintro rfl
      exact (h 0 eval_zero).1 (by simp)
    exact (isUnit_iff_degree_eq_zero.mpr (by rw [degree_eq_natDegree hP0, hn]; simp)).dvd
  | succ n ih =>
    have hP0 : P ≠ 0 := by
      rintro rfl
      simp at hn
    obtain ⟨x, hx⟩ := IsAlgClosed.exists_root P
      (by rw [degree_eq_natDegree hP0, hn]; exact_mod_cast n.succ_ne_zero)
    -- split off the common factor
    obtain ⟨G₁, rfl⟩ := dvd_iff_isRoot.mpr (h x hx).2
    obtain ⟨P₁, rfl⟩ := dvd_iff_isRoot.mpr hx
    rw [natDegree_mul (X_sub_C_ne_zero x) (right_ne_zero_of_mul hP0), natDegree_X_sub_C] at hn
    apply mul_dvd_mul_left
    apply ih
    · intro z hz
      have hz0 : P₁.eval z = 0 := hz
      obtain ⟨h1, h2⟩ := h z (by change eval z _ = 0; rw [eval_mul, hz0, mul_zero])
      change eval z _ = 0 at h2
      simp only [derivative_mul, eval_add, eval_mul, hz0, mul_zero, zero_add] at h1
      rw [eval_mul] at h2
      exact ⟨right_ne_zero_of_mul h1, (mul_eq_zero.mp h2).resolve_left (left_ne_zero_of_mul h1)⟩
    · omega

/-- If `c ≠ 0` and `A` is nonzero at the roots of `P`, a unique dual polynomial `Q` exists exactly
when every root of `P` is simple and obeys the Bethe equation. -/
theorem existsUnique_dual_iff {c : ℂ} (hc : c ≠ 0) {P A : ℂ[X]}
    (hA : ∀ x, P.IsRoot x → A.eval x ≠ 0) :
    (∃! Q, WronskianRelation c P Q A) ↔ ∀ x, P.IsRoot x → (derivative P).eval x ≠ 0 ∧
      (derivative (derivative P)).eval x / (derivative P).eval x
        = c + (derivative A).eval x / A.eval x := by
  refine ⟨fun ⟨Q, hQ, _⟩ x hx => bethe_of_root hc hQ hx (hA x hx), fun hB => ?_⟩
  have hP0 : P ≠ 0 := by
    rintro rfl
    exact (hB 0 eval_zero).1 (by simp)
  have hcop : IsCoprime P (derivative P) := by
    refine isCoprime_of_irreducible_dvd (fun h => hP0 h.1) fun z hz h1 h2 => ?_
    obtain ⟨x, hx⟩ := IsAlgClosed.exists_root z (degree_pos_of_irreducible hz).ne'
    exact (hB x (hx.dvd h1)).1 (hx.dvd h2)
  obtain ⟨u, v, huv⟩ := hcop
  -- solve the relation modulo P
  obtain ⟨T, hT⟩ : ∃ T, C c * A + derivative P * T = P * (C c * A * u) :=
    ⟨-(C c * A * v), by linear_combination (-(C c * A)) * huv⟩
  -- the Bethe equations remove the obstruction modulo P squared
  obtain ⟨S, hS⟩ : P ∣ C c * A * u - derivative T - C c * T := by
    refine dvd_of_simple_roots _ _ fun x hx => ⟨(hB x hx).1, ?_⟩
    obtain ⟨hP, hb⟩ := hB x hx
    have hx0 : P.eval x = 0 := hx
    have hAx := hA x hx
    have hd : (derivative A).eval x / A.eval x * A.eval x = (derivative A).eval x :=
      div_mul_cancel₀ _ hAx
    rw [div_eq_iff hP] at hb
    have h0 := congrArg (eval x) hT
    have h1 := congrArg (fun p => eval x (derivative p)) hT
    simp only [eval_add, eval_mul, eval_C, hx0] at h0
    simp only [derivative_add, derivative_mul, derivative_C, eval_add, eval_mul, eval_C,
      eval_zero, hx0] at h1
    change eval x _ = 0
    apply mul_left_cancel₀ (mul_ne_zero hAx hP)
    simp only [eval_sub, eval_mul, eval_C]
    linear_combination (-A.eval x) * h1 + T.eval x * A.eval x * hb
      + T.eval x * (derivative P).eval x * hd + (derivative A).eval x * h0
  obtain ⟨R, hR⟩ := exists_first_order hc S
  have hQ : WronskianRelation c P (T + P * R) A := by
    unfold WronskianRelation
    rw [derivative_add, derivative_mul]
    linear_combination P ^ 2 * hR - P * hS - hT
  refine ⟨_, hQ, fun Q' hQ' => ?_⟩
  by_contra hne
  have hD : WronskianRelation c P (Q' - (T + P * R)) 0 := by
    unfold WronskianRelation at *
    rw [derivative_sub]
    linear_combination hQ' - hQ
  exact (particle_hole_count hc hD hP0 (sub_ne_zero.mpr hne)).1 rfl

/-- The derivative of a product of linear factors, away from its roots, is the product times the sum
of the terms `1 / (z - f i)`. -/
theorem eval_derivative_prod {ι : Type*} (s : Finset ι) (f : ι → ℂ) (z : ℂ)
    (h : ∀ i ∈ s, z ≠ f i) :
    (derivative (∏ i ∈ s, (X - C (f i)))).eval z
      = (∑ i ∈ s, 1 / (z - f i)) * (∏ i ∈ s, (X - C (f i))).eval z := by
  classical
  induction s using Finset.induction_on with
  | empty => simp
  | insert a s ha ih =>
    have h1 : 1 / (z - f a) * (z - f a) = 1 :=
      div_mul_cancel₀ _ (sub_ne_zero.mpr (h a (Finset.mem_insert_self a s)))
    rw [Finset.prod_insert ha, Finset.sum_insert ha]
    simp only [derivative_mul, derivative_X_sub_C, eval_add, eval_mul, eval_one, eval_sub,
      eval_X, eval_C]
    rw [ih fun i hi => h i (Finset.mem_insert_of_mem hi)]
    linear_combination (-(∏ i ∈ s, (X - C (f i))).eval z) * h1

/-- For `c ≠ 0`, rapidities that avoid the levels and admit a dual polynomial are pairwise distinct
and solve Richardson's equations. -/
theorem richardson_of_relation {ι σ : Type*} [Fintype ι] [DecidableEq ι] [Fintype σ]
    {c : ℂ} (hc : c ≠ 0) {x : ι → ℂ} {e : σ → ℂ} {Q : ℂ[X]}
    (h : WronskianRelation c (rootPoly x) Q (rootPoly e)) (hxe : ∀ a i, x a ≠ e i) :
    Function.Injective x ∧ ∀ a, ∑ b ∈ Finset.univ.erase a, 2 / (x a - x b)
      = c + ∑ i, 1 / (x a - e i) := by
  have lin : ∀ (z : ℂ) (R : ℂ[X]), (derivative ((X - C z) * R)).eval z = R.eval z ∧
      (derivative (derivative ((X - C z) * R))).eval z = 2 * (derivative R).eval z := by
    intro z R
    constructor <;>
    · simp only [derivative_mul, derivative_add, derivative_X_sub_C, derivative_one, eval_add,
        eval_mul, eval_sub, eval_X, eval_C, eval_one, eval_zero]
      ring
  have main : ∀ a, (∀ b ∈ Finset.univ.erase a, x a ≠ x b) ∧
      ∑ b ∈ Finset.univ.erase a, 2 / (x a - x b) = c + ∑ i, 1 / (x a - e i) := by
    intro a
    have hfac : rootPoly x = (X - C (x a)) * ∏ b ∈ Finset.univ.erase a, (X - C (x b)) :=
      (Finset.mul_prod_erase Finset.univ (fun b => X - C (x b)) (Finset.mem_univ a)).symm
    have hroot : (rootPoly x).IsRoot (x a) := by
      rw [hfac]
      exact dvd_iff_isRoot.mp (dvd_mul_right _ _)
    have hA : (rootPoly e).eval (x a) ≠ 0 := by
      rw [rootPoly, eval_prod]
      refine Finset.prod_ne_zero_iff.mpr fun i _ => ?_
      rw [eval_sub, eval_X, eval_C]
      exact sub_ne_zero.mpr (hxe a i)
    have hAd : (derivative (rootPoly e)).eval (x a)
        = (∑ i, 1 / (x a - e i)) * (rootPoly e).eval (x a) :=
      eval_derivative_prod Finset.univ e (x a) fun i _ => hxe a i
    obtain ⟨h1, h2⟩ := bethe_of_root hc h hroot hA
    rw [hfac, (lin _ _).1] at h1
    have hne : ∀ b ∈ Finset.univ.erase a, x a ≠ x b := by
      intro b hb hab
      apply h1
      rw [eval_prod]
      exact Finset.prod_eq_zero hb (by rw [eval_sub, eval_X, eval_C, hab, sub_self])
    refine ⟨hne, ?_⟩
    rw [hfac, (lin _ _).1, (lin _ _).2, eval_derivative_prod _ _ _ hne, hAd,
      mul_div_cancel_right₀ _ hA, ← mul_assoc, mul_div_cancel_right₀ _ h1] at h2
    rw [← h2, Finset.mul_sum]
    exact Finset.sum_congr rfl fun b _ => by ring
  refine ⟨fun a b hab => ?_, fun a => (main a).2⟩
  by_contra hne
  exact (main a).1 b (Finset.mem_erase.mpr ⟨Ne.symm hne, Finset.mem_univ b⟩) hab

/-- For `c ≠ 0`, particle and hole rapidities that avoid the levels and are linked by the Wronskian
relation solve Richardson's equations with opposite `c`; each set is pairwise distinct. -/
theorem particle_hole_richardson {ι κ σ : Type*} [Fintype ι] [DecidableEq ι] [Fintype κ]
    [DecidableEq κ] [Fintype σ] {c : ℂ} (hc : c ≠ 0) {x : ι → ℂ} {y : κ → ℂ} {e : σ → ℂ}
    (h : WronskianRelation c (rootPoly x) (rootPoly y) (rootPoly e))
    (hxe : ∀ a i, x a ≠ e i) (hye : ∀ b i, y b ≠ e i) :
    (Function.Injective x ∧ ∀ a, ∑ b ∈ Finset.univ.erase a, 2 / (x a - x b)
      = c + ∑ i, 1 / (x a - e i)) ∧
    (Function.Injective y ∧ ∀ a, ∑ b ∈ Finset.univ.erase a, 2 / (y a - y b)
      = -c + ∑ i, 1 / (y a - e i)) :=
  ⟨richardson_of_relation hc h hxe, richardson_of_relation (neg_ne_zero.mpr hc) h.swap hye⟩

/-- With `c = 1/2`, the polynomials `P = X`, `Q = X + 1` and `A = (X - 1)(X + 2)` satisfy the
Wronskian relation, and `A` is nonzero at the roots `0` and `-1`. -/
theorem wronskianRelation_witness :
    WronskianRelation (1 / 2) X (X + 1) ((X - 1) * (X + 2)) ∧
      ((X - 1) * (X + 2) : ℂ[X]).eval 0 ≠ 0 ∧ ((X - 1) * (X + 2) : ℂ[X]).eval (-1) ≠ 0 := by
  have h2 : (C (2 : ℂ) : ℂ[X]) = 2 := map_ofNat C 2
  have h : (C (1 / 2 : ℂ) : ℂ[X]) * 2 = 1 := by
    rw [← h2, ← C_mul, show (1 / 2 : ℂ) * 2 = 1 by norm_num, C_1]
  refine ⟨?_, ?_, ?_⟩
  · unfold WronskianRelation
    rw [derivative_add, derivative_X, derivative_one]
    linear_combination h
  · rw [← h2, eval_mul, eval_sub, eval_add, eval_X, eval_one, eval_C]
    norm_num
  · rw [← h2, eval_mul, eval_sub, eval_add, eval_X, eval_one, eval_C]
    norm_num

end RichardsonGaudinDuality
```

```lean
#print axioms RichardsonGaudinDuality.particle_hole_bethe
#print axioms RichardsonGaudinDuality.existsUnique_dual_iff
#print axioms RichardsonGaudinDuality.particle_hole_richardson
```

```
'RichardsonGaudinDuality.particle_hole_bethe' depends on axioms: [propext, Classical.choice, Quot.sound]
'RichardsonGaudinDuality.existsUnique_dual_iff' depends on axioms: [propext, Classical.choice, Quot.sound]
'RichardsonGaudinDuality.particle_hole_richardson' depends on axioms: [propext, Classical.choice, Quot.sound]
```

## How the proof follows the derivation

In `bethe_of_root`, `h0` and `h1` are the relation and its derivative at the root; `linear_combination` eliminates $Q$ without dividing by it. `WronskianRelation.swap` supplies the hole half.

`exists_first_order` builds $R$ by induction on the number of derivatives that annihilate $S$. `dvd_of_simple_roots` removes one linear factor at a time to obtain $P\mid G$. `existsUnique_dual_iff` combines these with the Bézout identity `huv`, and takes uniqueness from `particle_hole_count`.

`eval_derivative_prod` proves the logarithmic derivative by induction over the factors. `richardson_of_relation` splits off $(z-x_a)$, reads distinctness from $P'(x_a)\neq0$, and converts the Bethe equation to sums. `particle_hole_richardson` applies it twice, and `wronskianRelation_witness` checks the relation in the two-level example.
